# For a real even kernel on an FFT grid, the pair coupling of two orbitals is a direct term minus a reciprocal-space exchange sum

For two complex orbitals \(f,g\) on a periodic grid of \(N\) points and a real even kernel \(K\),

\[
\frac12\sum_{x,y}K(x-y)\,|f(x)g(y)-g(x)f(y)|^2=\sum_{x,y}K(x-y)|f(x)|^2|g(y)|^2-\frac1N\sum_G\hat K(G)\,|\hat\rho(G)|^2,
\]

where \(\rho=f\bar g\) and the hats denote discrete Fourier transforms. With \(K\) a Cartesian component of the dipolar spin–spin coupling, this is, up to prefactors, what one pair of orthonormal orbitals in a single determinant contributes to the spin–spin part of the zero-field splitting tensor. I would like to see it derived with the transform conventions fixed, and proved in a form that a machine has checked. Can that be done?

## The identity holds for any two complex orbitals

Yes, and in any number of dimensions \(d\). The orbitals need not be normalised or orthogonal. Let the grid have \(n_i\ge1\) points along axis \(i\), so that \(N=\prod_i n_i\), and write

\[
e_G(x)=\prod_i e^{2\pi i\,G_ix_i/n_i},\qquad \hat u(G)=\sum_x\overline{e_G(x)}\,u(x),
\]

where the \(i\) in front of \(G_ix_i\) is the imaginary unit.

**The determinant.** Expanding the square gives

\[
|f(x)g(y)-g(x)f(y)|^2=|f(x)|^2|g(y)|^2+|g(x)|^2|f(y)|^2-\bar\rho(x)\rho(y)-\rho(x)\bar\rho(y).
\]

Set \(T(x,y)=K(x-y)\,[\,|f(x)|^2|g(y)|^2-\bar\rho(x)\rho(y)\,]\). Since \(K(y-x)=K(x-y)\), the weighted square is \(T(x,y)+T(y,x)\). Both parts have the same double sum, so the factor \(\tfrac12\) leaves \(\sum_{x,y}T(x,y)\): the direct term minus \(\sum_{x,y}K(x-y)\bar\rho(x)\rho(y)\).

**Fourier inversion.** The sum \(\sum_G e_G(x)\) factorises over the axes. An axis with \(x_i=0\) contributes \(n_i\). Otherwise \(\zeta=e^{2\pi i x_i/n_i}\ne1\), and the geometric sum is \((\zeta^{n_i}-1)/(\zeta-1)=0\). Hence \(\sum_G e_G(x)=N\delta_{x,0}\), and

\[
\sum_G\hat u(G)e_G(w)=\sum_x u(x)\sum_G e_G(w-x)=N\,u(w).
\]

**The exchange term.** Apply inversion to \(K\) and use \(e_G(x-y)=e_G(x)\overline{e_G(y)}\):

\[
\sum_{x,y}K(x-y)\bar\rho(x)\rho(y)=\frac1N\sum_G\hat K(G)\Big(\sum_x e_G(x)\bar\rho(x)\Big)\Big(\sum_y\overline{e_G(y)}\rho(y)\Big)=\frac1N\sum_G\hat K(G)|\hat\rho(G)|^2.
\]

This proves the identity. For a single determinant of orbitals on a finite periodic grid, it lets a plane-wave code obtain each pair's exchange term from a Fourier transform of \(\rho\) instead of a double sum over grid points.

Four consequences follow quickly:

- Replacing \(x\) by \(-x\) in \(\overline{\hat K(G)}=\sum_x e_G(x)K(x)\) gives \(\hat K(G)\), so \(\hat K\) is real.
- The same Fourier step applied to \(|f|^2\) and \(|g|^2\) puts the direct term in reciprocal space too.
- The determinant vanishes at \(x=y\), so \(K(0)\) has no effect on the difference, although it enters each term separately.
- Replacing \((f,g)\) by \((af+bg,\;cf+eg)\), where \(a,b,c,e\) are any complex coefficients, multiplies the determinant by \(ae-bc\), and the coupling by \(|ae-bc|^2\). A unitary mixing therefore leaves it unchanged.

## What the Lean definitions fix

A `Grid n` is a tuple of residues, one in `ZMod (n i)` for each axis; it serves for both positions and reciprocal vectors. The `NeZero` assumption says that every axis has at least one point. `planeWave` is \(e_G\), and `dft` is the unnormalised transform with the conjugate wave, which is why \(1/N\) appears in the theorem. `transitionDensity f g` is \(\rho\), while `pairCoupling` and `directTerm` are the left side and the first term on the right.

The main theorem, `pairCoupling_eq_direct_sub_exchange`, is an equation in \(\mathbb C\), because `dft` is complex-valued; by `dft_real_of_even` every quantity in it is real. If \(f\) and \(g\) are orthonormal in the grid sum, `pairCoupling` is the expectation value of \(K\) in their normalised determinant. For other linearly independent orbitals, that expectation value is `pairCoupling` divided by \(\sum_x|f|^2\sum_x|g|^2-|\sum_x\rho|^2\).

The hypothesis `hK` stands for the inversion symmetry of the dipolar coupling. It is required modulo the grid, so a tabulated kernel must also satisfy it at points with one coordinate at half a period, where a minimum-image off-diagonal component can fail to be even. The dipolar kernel itself, the prefactors and the sum over orbital pairs, PAW augmentation and the continuum limit are not treated.

```lean
import Mathlib

open scoped ComplexConjugate

namespace ZeroFieldSplittingFFT

noncomputable section

/-- Periodic grid with `n i` points along axis `i`; it also labels the reciprocal vectors. -/
abbrev Grid {d : ℕ} (n : Fin d → ℕ) := ∀ i, ZMod (n i)

variable {d : ℕ} {n : Fin d → ℕ} [∀ i, NeZero (n i)]

/-- The plane wave with reciprocal vector `G`, evaluated at the grid point `x`. -/
def planeWave (G x : Grid n) : ℂ := ∏ i, ZMod.stdAddChar (G i * x i)

/-- The unnormalised discrete Fourier transform of a function on the grid. -/
def dft (u : Grid n → ℂ) (G : Grid n) : ℂ := ∑ x, conj (planeWave G x) * u x

/-- The transition density `f conj(g)` of two orbitals. -/
def transitionDensity (f g : Grid n → ℂ) (x : Grid n) : ℂ := f x * conj (g x)

/-- Half the sum of a two-point kernel `K` over the squared antisymmetrised amplitude
of two orbitals. -/
def pairCoupling (K : Grid n → ℝ) (f g : Grid n → ℂ) : ℝ :=
  1 / 2 * ∑ x, ∑ y, K (x - y) * ‖f x * g y - g x * f y‖ ^ 2

/-- The direct term: the kernel `K` between the densities of the two orbitals. -/
def directTerm (K : Grid n → ℝ) (f g : Grid n → ℂ) : ℝ :=
  ∑ x, ∑ y, K (x - y) * (‖f x‖ ^ 2 * ‖g y‖ ^ 2)

/-- A plane wave at a difference of two points is the product of the wave at the first
point and the conjugate wave at the second. -/
theorem planeWave_sub (G x y : Grid n) :
    planeWave G (x - y) = planeWave G x * conj (planeWave G y) := by
  simp only [planeWave, map_prod]
  rw [← Finset.prod_mul_distrib]
  refine Finset.prod_congr rfl fun i _ => ?_
  rw [Pi.sub_apply, mul_sub, sub_eq_add_neg, AddChar.map_add_eq_mul,
    AddChar.map_neg_eq_conj]

/-- Completeness: the sum of all plane waves at `x` is the number of grid points
if `x = 0`, and zero otherwise. -/
theorem sum_planeWave (x : Grid n) :
    ∑ G : Grid n, planeWave G x = if x = 0 then ∏ i, (n i : ℂ) else 0 := by
  -- the sum factorises over the axes
  have h : ∑ G : Grid n, planeWave G x
      = ∏ i, ∑ k : ZMod (n i), ZMod.stdAddChar (k * x i) := by
    rw [Finset.prod_univ_sum, Fintype.piFinset_univ]
    rfl
  have haxis : ∀ i, ∑ k : ZMod (n i), ZMod.stdAddChar (k * x i)
      = if x i = 0 then (n i : ℂ) else 0 := by
    intro i
    rw [AddChar.sum_mulShift (x i) (ZMod.isPrimitive_stdAddChar (n i))]
    split_ifs <;> simp [ZMod.card]
  rw [h, Finset.prod_congr rfl fun i _ => haxis i]
  by_cases hx : x = 0
  · subst hx
    simp
  · rw [if_neg hx]
    obtain ⟨i, hi⟩ := Function.ne_iff.mp hx
    exact Finset.prod_eq_zero (Finset.mem_univ i) (if_neg hi)

/-- Fourier inversion: summing the plane waves with the transform of `u` as coefficients
gives `u` times the number of grid points. -/
theorem dft_inversion (u : Grid n → ℂ) (w : Grid n) :
    ∑ G, dft u G * planeWave G w = (∏ i, (n i : ℂ)) * u w := by
  calc ∑ G, dft u G * planeWave G w
      = ∑ G, ∑ x, u x * planeWave G (w - x) := by
        refine Finset.sum_congr rfl fun G _ => ?_
        rw [dft, Finset.sum_mul]
        refine Finset.sum_congr rfl fun x _ => ?_
        rw [planeWave_sub]
        ring
    _ = ∑ x, u x * (if w = x then ∏ i, (n i : ℂ) else 0) := by
        rw [Finset.sum_comm]
        refine Finset.sum_congr rfl fun x _ => ?_
        rw [← Finset.mul_sum, sum_planeWave]
        simp only [sub_eq_zero]
    _ = (∏ i, (n i : ℂ)) * u w := by
        simp only [mul_ite, mul_zero, Finset.sum_ite_eq, Finset.mem_univ, if_true]
        ring

/-- A two-point kernel between two complex densities is a single sum over
reciprocal vectors. -/
theorem kernel_sum_eq_reciprocal (K a b : Grid n → ℂ) :
    ∑ x, ∑ y, K (x - y) * (conj (a x) * b y)
      = 1 / (∏ i, (n i : ℂ)) * ∑ G, dft K G * (conj (dft a G) * dft b G) := by
  have hN : (∏ i, (n i : ℂ)) ≠ 0 :=
    Finset.prod_ne_zero_iff.mpr fun i _ => Nat.cast_ne_zero.mpr (NeZero.ne (n i))
  have key : ∀ G, conj (dft a G) * dft b G
      = ∑ x, ∑ y, planeWave G (x - y) * (conj (a x) * b y) := by
    intro G
    simp only [dft, map_sum, map_mul, Complex.conj_conj, Finset.sum_mul_sum]
    refine Finset.sum_congr rfl fun x _ => Finset.sum_congr rfl fun y _ => ?_
    rw [planeWave_sub]
    ring
  have h : ∑ G, dft K G * (conj (dft a G) * dft b G)
      = (∏ i, (n i : ℂ)) * ∑ x, ∑ y, K (x - y) * (conj (a x) * b y) := by
    calc ∑ G, dft K G * (conj (dft a G) * dft b G)
        = ∑ G, ∑ x, ∑ y, dft K G * planeWave G (x - y) * (conj (a x) * b y) := by
          refine Finset.sum_congr rfl fun G _ => ?_
          simp only [key, Finset.mul_sum, mul_assoc]
      _ = ∑ x, ∑ y, (∑ G, dft K G * planeWave G (x - y)) * (conj (a x) * b y) := by
          rw [Finset.sum_comm]
          refine Finset.sum_congr rfl fun x _ => ?_
          rw [Finset.sum_comm]
          refine Finset.sum_congr rfl fun y _ => ?_
          rw [Finset.sum_mul]
      _ = _ := by
          simp only [dft_inversion, Finset.mul_sum, mul_assoc]
  rw [h, ← mul_assoc, one_div, inv_mul_cancel₀ hN, one_mul]

/-- The squared modulus of a complex number as a product with its conjugate. -/
private lemma norm_sq_cast (z : ℂ) : (‖z‖ : ℂ) ^ 2 = conj z * z := by
  rw [mul_comm, Complex.mul_conj, Complex.normSq_eq_norm_sq, Complex.ofReal_pow]

/-- For an even kernel the pair coupling is the direct term minus the kernel between the
transition density and its conjugate, in real space. -/
theorem pairCoupling_eq_real_space (K : Grid n → ℝ) (hK : ∀ r, K (-r) = K r)
    (f g : Grid n → ℂ) :
    (pairCoupling K f g : ℂ) = directTerm K f g
      - ∑ x, ∑ y, (K (x - y) : ℂ)
          * (conj (transitionDensity f g x) * transitionDensity f g y) := by
  let T : Grid n → Grid n → ℂ := fun x y => (K (x - y) : ℂ) * ((‖f x‖ : ℂ) ^ 2 * (‖g y‖ : ℂ) ^ 2)
    - (K (x - y) : ℂ) * (conj (transitionDensity f g x) * transitionDensity f g y)
  -- the squared determinant is a term plus its mirror image
  have hT : ∀ x y, (K (x - y) : ℂ) * (‖f x * g y - g x * f y‖ : ℂ) ^ 2 = T x y + T y x := by
    intro x y
    have hs : K (y - x) = K (x - y) := by rw [← hK (x - y), neg_sub]
    simp only [T, hs, norm_sq_cast, transitionDensity, map_sub, map_mul, Complex.conj_conj]
    ring
  have hswap : ∑ x, ∑ y, T y x = ∑ x, ∑ y, T x y := Finset.sum_comm
  have hsum : (pairCoupling K f g : ℂ) = ∑ x, ∑ y, T x y := by
    simp only [pairCoupling, Complex.ofReal_mul, Complex.ofReal_sum, Complex.ofReal_pow, hT,
      Finset.sum_add_distrib, hswap]
    push_cast
    ring
  rw [hsum]
  simp only [T, Finset.sum_sub_distrib, directTerm, Complex.ofReal_sum, Complex.ofReal_mul,
    Complex.ofReal_pow]

/-- Main theorem: for a real even kernel the pair coupling is the direct term minus the
exchange term, evaluated from the Fourier transform of the transition density. -/
theorem pairCoupling_eq_direct_sub_exchange (K : Grid n → ℝ) (hK : ∀ r, K (-r) = K r)
    (f g : Grid n → ℂ) :
    (pairCoupling K f g : ℂ) = directTerm K f g
      - 1 / (∏ i, (n i : ℂ)) * ∑ G, dft (fun r => (K r : ℂ)) G
          * (‖dft (transitionDensity f g) G‖ : ℂ) ^ 2 := by
  rw [pairCoupling_eq_real_space K hK,
    kernel_sum_eq_reciprocal (fun r => (K r : ℂ))]
  simp only [norm_sq_cast]

/-- The Fourier transform of a real even kernel is real. -/
theorem dft_real_of_even (K : Grid n → ℝ) (hK : ∀ r, K (-r) = K r) (G : Grid n) :
    conj (dft (fun r => (K r : ℂ)) G) = dft (fun r => (K r : ℂ)) G := by
  have hneg : ∀ x, planeWave G (-x) = conj (planeWave G x) := by
    intro x
    have h0 : planeWave G 0 = 1 := by simp [planeWave]
    rw [← zero_sub, planeWave_sub, h0, one_mul]
  simp only [dft, map_sum, map_mul, Complex.conj_conj, Complex.conj_ofReal]
  -- relabel the grid points by inversion
  rw [← Equiv.sum_comp (Equiv.neg (Grid n))]
  refine Finset.sum_congr rfl fun x _ => ?_
  rw [Equiv.neg_apply, hneg, hK]

/-- Direct and exchange terms together as one sum over reciprocal vectors. -/
theorem pairCoupling_eq_reciprocal (K : Grid n → ℝ) (hK : ∀ r, K (-r) = K r)
    (f g : Grid n → ℂ) :
    (pairCoupling K f g : ℂ) = 1 / (∏ i, (n i : ℂ)) * ∑ G, dft (fun r => (K r : ℂ)) G
      * (conj (dft (transitionDensity f f) G) * dft (transitionDensity g g) G
          - (‖dft (transitionDensity f g) G‖ : ℂ) ^ 2) := by
  have hd : (directTerm K f g : ℂ) = ∑ x, ∑ y, (K (x - y) : ℂ)
      * (conj (transitionDensity f f x) * transitionDensity g g y) := by
    simp only [directTerm, Complex.ofReal_sum, Complex.ofReal_mul, Complex.ofReal_pow,
      norm_sq_cast, transitionDensity, map_mul, Complex.conj_conj]
    refine Finset.sum_congr rfl fun x _ => Finset.sum_congr rfl fun y _ => ?_
    ring
  rw [pairCoupling_eq_direct_sub_exchange K hK, hd,
    kernel_sum_eq_reciprocal (fun r => (K r : ℂ))]
  simp only [mul_sub, Finset.sum_sub_distrib]

/-- Two kernels that agree away from the origin give the same pair coupling. -/
theorem pairCoupling_congr_off_origin (K K' : Grid n → ℝ) (h : ∀ r, r ≠ 0 → K r = K' r)
    (f g : Grid n → ℂ) : pairCoupling K f g = pairCoupling K' f g := by
  unfold pairCoupling
  congr 1
  refine Finset.sum_congr rfl fun x _ => Finset.sum_congr rfl fun y _ => ?_
  by_cases hxy : x = y
  · -- the antisymmetrised amplitude vanishes at coincidence
    subst hxy
    have h0 : f x * g x - g x * f x = 0 := by ring
    simp [h0]
  · rw [h _ (sub_ne_zero.mpr hxy)]

/-- Linear mixing of the two orbitals multiplies the pair coupling by the squared modulus
of the mixing determinant. -/
theorem pairCoupling_mix (K : Grid n → ℝ) (f g : Grid n → ℂ) (a b c e : ℂ) :
    pairCoupling K (fun x => a * f x + b * g x) (fun x => c * f x + e * g x)
      = ‖a * e - b * c‖ ^ 2 * pairCoupling K f g := by
  simp only [pairCoupling, Finset.mul_sum]
  refine Finset.sum_congr rfl fun x _ => Finset.sum_congr rfl fun y _ => ?_
  have h : (a * f x + b * g x) * (c * f y + e * g y)
      - (c * f x + e * g x) * (a * f y + b * g y)
      = (a * e - b * c) * (f x * g y - g x * f y) := by ring
  rw [h, norm_mul]
  ring

end

end ZeroFieldSplittingFFT
```

```lean
#print axioms ZeroFieldSplittingFFT.pairCoupling_eq_direct_sub_exchange
#print axioms ZeroFieldSplittingFFT.pairCoupling_eq_reciprocal
#print axioms ZeroFieldSplittingFFT.pairCoupling_congr_off_origin
#print axioms ZeroFieldSplittingFFT.pairCoupling_mix
```

```
'ZeroFieldSplittingFFT.pairCoupling_eq_direct_sub_exchange' depends on axioms: [propext, Classical.choice, Quot.sound]
'ZeroFieldSplittingFFT.pairCoupling_eq_reciprocal' depends on axioms: [propext, Classical.choice, Quot.sound]
'ZeroFieldSplittingFFT.pairCoupling_congr_off_origin' depends on axioms: [propext, Classical.choice, Quot.sound]
'ZeroFieldSplittingFFT.pairCoupling_mix' depends on axioms: [propext, Classical.choice, Quot.sound]
```

## How the proof follows the calculation

`planeWave_sub` is the factorisation of \(e_G(x-y)\). `sum_planeWave` exchanges the sum over \(G\) with the product over axes and takes the one-axis result from Mathlib's `AddChar.sum_mulShift`, in place of the geometric sum. `dft_inversion` then swaps the two sums and collapses the delta.

`kernel_sum_eq_reciprocal` is the Fourier step for two arbitrary complex densities \(a\) and \(b\). Its `key` writes \(\overline{\hat a(G)}\,\hat b(G)\) as a double sum over plane waves; the sum over \(G\) is then moved inside and inversion recovers \(K(x-y)\).

`pairCoupling_eq_real_space` defines the same `T` as above. Its step `hT` is the expansion of the determinant, where evenness enters and `ring` does the algebra, and `hswap` is the equality of the two double sums. The main theorem rewrites with this lemma and then with the Fourier step for \(a=b=\rho\).

The remaining theorems are the four consequences. `dft_real_of_even` relabels the grid by inversion, and `pairCoupling_eq_reciprocal` uses the Fourier step with \(a=|f|^2\), \(b=|g|^2\). `pairCoupling_congr_off_origin` treats \(x=y\) separately, and `pairCoupling_mix` factors out the mixing determinant; neither of these two needs an even kernel.
